# For a smooth enthalpy and a smoothly varying relaxed state, dipole and force give the same Born charge

## Do the two definitions survive electronic relaxation?

Should the dipole and the force be derivatives at fixed electronic state, evaluated afterwards at the relaxed state, or derivatives of the already relaxed enthalpy? I mean the first. With an enthalpy $G(x,u,E)$ of internal variables $x$, displacement $u$ and field $E$, I set $p=-\partial G/\partial E$ and $f=-\partial G/\partial u$ at fixed $x$, and then insert the relaxed state $x^*(u,E)$, where $\partial G/\partial x=0$.

The Born effective charge is then either $dp/du$ or $df/dE$, and in both outer derivatives the electrons respond. The two responses are different, one to a displacement and one to a field, yet the charges are supposed to agree. Can this be made rigorous and checked by machine, with the role of stationarity visible?

## Stationarity at all parameters makes them equal

Yes. If $x^*$ is differentiable, both choices give the same dipole and force, because $\partial G/\partial x=0$ at the relaxed state. I formalise yours: the inner derivative holds $x$ fixed, and the outer one lets it follow. The equality holds if $G$ is twice continuously differentiable, $x^*$ is differentiable, and stationarity holds for all $u$ and $E$.

### The derivation by hand

Take one displacement and one field component first. Write subscripts for partial derivatives, and let $H$ be the second derivative of $G$ at $(x^*(u,E),u,E)$, a symmetric bilinear form. When $u$ or $E$ changes and the internal state follows, the point moves along

$$T_u=(x^*_u,1,0),\qquad T_E=(x^*_E,0,1).$$

For a fixed direction $c$, the chain rule says that the first derivative of $G$ along $c$ changes at the rate $H(T_u,c)$ when $u$ moves, and $H(T_E,c)$ when $E$ moves. Therefore

$$\frac{dp}{du}=-H(T_u,(0,0,1)),\qquad \frac{df}{dE}=-H(T_E,(0,1,0)).$$

Now take $c=(v,0,0)$, a purely internal direction. The first derivative along $c$ is zero at every relaxed state, so its rate of change is zero too:

$$H(T_u,(v,0,0))=0,\qquad H(T_E,(v,0,0))=0.$$

We may thus add $(x^*_E,0,0)$ to the second argument in $dp/du$, and $(x^*_u,0,0)$ to the second argument in $df/dE$. This gives

$$\frac{dp}{du}=-H(T_u,T_E),\qquad \frac{df}{dE}=-H(T_E,T_u),$$

and the symmetry of $H$ makes them equal. The inverse of $G_{xx}$ is never needed.

Expanding $T_u$ in the first expression for $dp/du$ splits the charge $Z$ into a part at clamped internal state and a relaxation part:

$$Z=-G_{uE}-G_{xE}\,x^*_u .$$

In the smallest case there are no internal variables at all. Stationarity then holds automatically, the second term is absent, and the claim is just the symmetry of mixed partial derivatives.

### The Lean file

```lean
import Mathlib

namespace BornChargeRelaxation

noncomputable section

variable {V U F : Type*} [NormedAddCommGroup V] [NormedSpace ℝ V]
  [NormedAddCommGroup U] [NormedSpace ℝ U] [NormedAddCommGroup F] [NormedSpace ℝ F]

/-- The internal state `xs (u, E)` makes the enthalpy stationary in the internal variables,
for every displacement `u` and field `E`. -/
def IsRelaxed (G : V × U × F → ℝ) (xs : U × F → V) : Prop :=
  ∀ (w : U × F) (v : V), lineDeriv ℝ G (xs w, w) (v, 0) = 0

/-- Dipole component along `e`: minus the field derivative of the enthalpy at fixed internal
state and displacement, evaluated at `xs`. -/
def dipole (G : V × U × F → ℝ) (xs : U × F → V) (e : F) (w : U × F) : ℝ :=
  -lineDeriv ℝ G (xs w, w) (0, (0, e))

/-- Force component along `d`: minus the displacement derivative of the enthalpy at fixed
internal state and field, evaluated at `xs`. -/
def force (G : V × U × F → ℝ) (xs : U × F → V) (d : U) (w : U × F) : ℝ :=
  -lineDeriv ℝ G (xs w, w) (0, (d, 0))

/-- Second derivative of the enthalpy at `y` in the directions `a` and `b`. -/
def hess (G : V × U × F → ℝ) (y a b : V × U × F) : ℝ :=
  fderiv ℝ (fderiv ℝ G) y a b

/-- Joint change of internal state and parameters when the parameters move along `a`. -/
def tangent (xs : U × F → V) (w a : U × F) : V × U × F := (fderiv ℝ xs w a, a)

/-- Minus the second derivative of the enthalpy along the joint responses to a displacement `d`
and to a field `e`. -/
def bornCharge (G : V × U × F → ℝ) (xs : U × F → V) (w : U × F) (d : U) (e : F) : ℝ :=
  -hess G (xs w, w) (tangent xs w (d, 0)) (tangent xs w (0, e))

/-- Chain rule: how a first derivative of the enthalpy changes when the parameters move and the
internal state follows. -/
theorem firstDeriv_response {G : V × U × F → ℝ} {xs : U × F → V} (hG : ContDiff ℝ 2 G)
    (hx : Differentiable ℝ xs) (w a : U × F) (c : V × U × F) :
    HasLineDerivAt ℝ (fun z => lineDeriv ℝ G (xs z, z) c)
      (hess G (xs w, w) (tangent xs w a) c) w a := by
  have hGd : Differentiable ℝ G := hG.differentiable (by norm_num)
  have hD : Differentiable ℝ (fderiv ℝ G) :=
    (hG.fderiv_right (m := 1) (by norm_num)).differentiable (by norm_num)
  have hX : HasFDerivAt (fun z => (xs z, z))
      ((fderiv ℝ xs w).prod (ContinuousLinearMap.id ℝ (U × F))) w :=
    (hx w).hasFDerivAt.prodMk (hasFDerivAt_id w)
  have h1 := HasFDerivAt.comp (f := fun z => (xs z, z)) w (hD (xs w, w)).hasFDerivAt hX
  have h2 := (ContinuousLinearMap.apply ℝ ℝ c).hasFDerivAt.comp w h1
  have e : (fun z => lineDeriv ℝ G (xs z, z) c) = fun z => fderiv ℝ G (xs z, z) c :=
    funext fun z => (hGd (xs z, z)).lineDeriv_eq_fderiv
  rw [e]
  exact h2.hasLineDerivAt a

/-- On the relaxed surface, the second derivative of the enthalpy with one direction tangent to
the surface is unchanged if the other direction is completed by its internal response. -/
theorem hess_tangent {G : V × U × F → ℝ} {xs : U × F → V} (hG : ContDiff ℝ 2 G)
    (hx : Differentiable ℝ xs) (hr : IsRelaxed G xs) (w a b : U × F) :
    hess G (xs w, w) (tangent xs w a) (tangent xs w b) =
      hess G (xs w, w) (tangent xs w a) (0, b) := by
  -- differentiate the stationarity condition along the surface
  have h := firstDeriv_response hG hx w a (fderiv ℝ xs w b, 0)
  have e : (fun z => lineDeriv ℝ G (xs z, z) (fderiv ℝ xs w b, 0)) = fun _ => (0 : ℝ) :=
    funext fun z => hr z _
  rw [e] at h
  have h0 := HasDerivAt.unique h (hasDerivAt_const (0 : ℝ) (0 : ℝ))
  have hb : tangent xs w b = (fderiv ℝ xs w b, 0) + (0, b) := by simp [tangent]
  unfold hess at h0 ⊢
  rw [hb, map_add, h0, zero_add]

/-- After relaxation, the displacement derivative of the dipole and the field derivative of the
force both exist and equal the same Born charge. -/
theorem born_charges_agree {G : V × U × F → ℝ} {xs : U × F → V} (hG : ContDiff ℝ 2 G)
    (hx : Differentiable ℝ xs) (hr : IsRelaxed G xs) (w : U × F) (d : U) (e : F) :
    HasLineDerivAt ℝ (dipole G xs e) (bornCharge G xs w d e) w (d, 0) ∧
      HasLineDerivAt ℝ (force G xs d) (bornCharge G xs w d e) w (0, e) := by
  constructor
  · have h := firstDeriv_response hG hx w (d, 0) (0, (0, e))
    rw [← hess_tangent hG hx hr w (d, 0) (0, e)] at h
    exact HasDerivAt.fun_neg h
  · have h := firstDeriv_response hG hx w (0, e) (0, (d, 0))
    -- symmetry of second derivatives exchanges the two responses
    have hs : hess G (xs w, w) (tangent xs w (0, e)) (tangent xs w (d, 0)) =
        hess G (xs w, w) (tangent xs w (d, 0)) (tangent xs w (0, e)) :=
      (hG.contDiffAt.isSymmSndFDerivAt (by simp)) _ _
    rw [← hess_tangent hG hx hr w (0, e) (d, 0), hs] at h
    exact HasDerivAt.fun_neg h

/-- The Born charge is minus the mixed derivative of the enthalpy at clamped internal state, plus a
term from the internal response to the displacement. -/
theorem bornCharge_eq_clamped_add_relaxation {G : V × U × F → ℝ} {xs : U × F → V}
    (hG : ContDiff ℝ 2 G) (hx : Differentiable ℝ xs) (hr : IsRelaxed G xs)
    (w : U × F) (d : U) (e : F) :
    bornCharge G xs w d e = -hess G (xs w, w) (0, (d, 0)) (0, (0, e)) +
      -hess G (xs w, w) (fderiv ℝ xs w (d, 0), 0) (0, (0, e)) := by
  have hd : tangent xs w (d, 0) = (0, (d, 0)) + (fderiv ℝ xs w (d, 0), 0) := by
    simp [tangent]
  unfold bornCharge
  rw [hess_tangent hG hx hr, hd]
  unfold hess
  rw [map_add, add_apply, neg_add]

/-- One displacement and one field component: `dp/du = df/dE` in ordinary derivatives, with the
inner partial derivatives taken at fixed internal state. -/
theorem born_charges_agree_scalar {G : V × ℝ × ℝ → ℝ} {xs : ℝ × ℝ → V} (hG : ContDiff ℝ 2 G)
    (hx : Differentiable ℝ xs) (hr : IsRelaxed G xs) (u E : ℝ) :
    HasDerivAt (fun s => -deriv (fun E' => G (xs (s, E), s, E')) E)
        (bornCharge G xs (u, E) 1 1) u ∧
      HasDerivAt (fun t => -deriv (fun u' => G (xs (u, t), u', t)) u)
        (bornCharge G xs (u, E) 1 1) E := by
  have hGd : Differentiable ℝ G := hG.differentiable (by norm_num)
  have hE (x : V) (s t : ℝ) :
      deriv (fun t' => G (x, s, t')) t = lineDeriv ℝ G (x, s, t) (0, (0, 1)) := by
    rw [(hGd (x, s, t)).lineDeriv_eq_fderiv]
    exact ((hGd (x, s, t)).hasFDerivAt.comp_hasDerivAt t ((hasDerivAt_const t x).prodMk
      ((hasDerivAt_const t s).prodMk (hasDerivAt_id' t)))).deriv
  have hU (x : V) (s t : ℝ) :
      deriv (fun s' => G (x, s', t)) s = lineDeriv ℝ G (x, s, t) (0, (1, 0)) := by
    rw [(hGd (x, s, t)).lineDeriv_eq_fderiv]
    exact ((hGd (x, s, t)).hasFDerivAt.comp_hasDerivAt s ((hasDerivAt_const s x).prodMk
      ((hasDerivAt_id' s).prodMk (hasDerivAt_const s t)))).deriv
  obtain ⟨h1, h2⟩ := born_charges_agree hG hx hr (u, E) 1 1
  constructor
  · have h0 : HasDerivAt (fun t : ℝ => dipole G xs 1 ((u, E) + t • ((1 : ℝ), (0 : ℝ))))
        (bornCharge G xs (u, E) 1 1) (u - u) := by
      rw [sub_self]; exact h1
    have hf : (fun s => -deriv (fun E' => G (xs (s, E), s, E')) E) =
        fun s => dipole G xs 1 ((u, E) + (s - u) • ((1 : ℝ), (0 : ℝ))) := by
      funext s
      have hp : (u, E) + (s - u) • ((1 : ℝ), (0 : ℝ)) = (s, E) :=
        Prod.ext (by simp) (by simp)
      rw [hp, hE, dipole]
    rw [hf]
    exact h0.comp_sub_const u u
  · have h0 : HasDerivAt (fun t : ℝ => force G xs 1 ((u, E) + t • ((0 : ℝ), (1 : ℝ))))
        (bornCharge G xs (u, E) 1 1) (E - E) := by
      rw [sub_self]; exact h2
    have hf : (fun t => -deriv (fun u' => G (xs (u, t), u', t)) u) =
        fun t => force G xs 1 ((u, E) + (t - E) • ((0 : ℝ), (1 : ℝ))) := by
      funext t
      have hp : (u, E) + (t - E) • ((0 : ℝ), (1 : ℝ)) = (u, t) :=
        Prod.ext (by simp) (by simp)
      rw [hp, hU, force]
    rw [hf]
    exact h0.comp_sub_const E E

/-- Shell model: an electron of charge `-1` at `x`, bound by a unit spring to a core of charge
`Q` at `u`, in a field `E`; the argument is `(x, u, E)`. -/
def shell (Q : ℝ) (y : ℝ × ℝ × ℝ) : ℝ :=
  (1 / 2) * (y.1 - y.2.1) ^ 2 + y.1 * y.2.2 - Q * (y.2.1 * y.2.2)

/-- Directional derivative of the shell-model enthalpy. -/
theorem shell_lineDeriv (Q : ℝ) (y v : ℝ × ℝ × ℝ) :
    lineDeriv ℝ (shell Q) y v = (y.1 - y.2.1) * (v.1 - v.2.1) + v.1 * y.2.2 + y.1 * v.2.2
      - Q * (v.2.1 * y.2.2 + y.2.1 * v.2.2) := by
  -- along a line the enthalpy is a quadratic polynomial
  have h (A B C : ℝ) : HasDerivAt (fun t : ℝ => A + t * B + t ^ 2 * C) B 0 := by
    have h1 := ((hasDerivAt_id' (0 : ℝ)).mul_const B).const_add A
    have h2 := (hasDerivAt_pow 2 (0 : ℝ)).mul_const C
    exact (h1.fun_add h2).congr_deriv (by simp)
  have e : (fun t : ℝ => shell Q (y + t • v)) = fun t => shell Q y
      + t * ((y.1 - y.2.1) * (v.1 - v.2.1) + v.1 * y.2.2 + y.1 * v.2.2
        - Q * (v.2.1 * y.2.2 + y.2.1 * v.2.2))
      + t ^ 2 * ((1 / 2) * (v.1 - v.2.1) ^ 2 + v.1 * v.2.2 - Q * (v.2.1 * v.2.2)) := by
    funext t
    simp only [shell, Prod.fst_add, Prod.snd_add, Prod.smul_fst, Prod.smul_snd, smul_eq_mul]
    ring
  unfold lineDeriv
  rw [e]
  exact (h _ _ _).deriv

/-- Slope of a linear function of displacement and field. -/
theorem linear_slope (α β : ℝ) (w a : ℝ × ℝ) :
    HasLineDerivAt ℝ (fun z : ℝ × ℝ => α * z.1 + β * z.2) (α * a.1 + β * a.2) w a := by
  have h1 := (((hasDerivAt_id' (0 : ℝ)).mul_const a.1).const_add w.1).const_mul α
  have h2 := (((hasDerivAt_id' (0 : ℝ)).mul_const a.2).const_add w.2).const_mul β
  exact (h1.fun_add h2).congr_deriv (by ring)

/-- The shell model with electron position `u - E` satisfies the hypotheses of `born_charges_agree`,
and its Born charge is `Q - 1`. -/
theorem born_charges_agree_witness (Q : ℝ) (w : ℝ × ℝ) :
    ContDiff ℝ 2 (shell Q) ∧ Differentiable ℝ (fun z : ℝ × ℝ => z.1 - z.2) ∧
      IsRelaxed (shell Q) (fun z : ℝ × ℝ => z.1 - z.2) ∧
      bornCharge (shell Q) (fun z : ℝ × ℝ => z.1 - z.2) w 1 1 = Q - 1 := by
  have hG : ContDiff ℝ 2 (shell Q) := by unfold shell; fun_prop
  have hx : Differentiable ℝ (fun z : ℝ × ℝ => z.1 - z.2) := by fun_prop
  have hr : IsRelaxed (shell Q) (fun z : ℝ × ℝ => z.1 - z.2) := by
    intro z v
    simp only [shell_lineDeriv, Prod.fst_zero, Prod.snd_zero]
    ring
  refine ⟨hG, hx, hr, ?_⟩
  have h := (born_charges_agree hG hx hr w 1 1).1
  have e : dipole (shell Q) (fun z : ℝ × ℝ => z.1 - z.2) 1 =
      fun z => (Q - 1) * z.1 + 1 * z.2 := by
    funext z
    simp only [dipole, shell_lineDeriv]
    ring
  rw [e] at h
  exact (HasDerivAt.unique h (linear_slope (Q - 1) 1 w (1, 0))).trans (by simp)

/-- If the electron of the shell model rigidly follows the core, the dipole definition gives the
charge `Q - 1` and the force definition gives `Q`. -/
theorem unrelaxed_charges_differ (Q : ℝ) (w : ℝ × ℝ) :
    HasLineDerivAt ℝ (dipole (shell Q) (fun z : ℝ × ℝ => z.1) 1) (Q - 1) w (1, 0) ∧
      HasLineDerivAt ℝ (force (shell Q) (fun z : ℝ × ℝ => z.1) 1) Q w (0, 1) := by
  have e1 : dipole (shell Q) (fun z : ℝ × ℝ => z.1) 1 =
      fun z => (Q - 1) * z.1 + 0 * z.2 := by
    funext z
    simp only [dipole, shell_lineDeriv]
    ring
  have e2 : force (shell Q) (fun z : ℝ × ℝ => z.1) 1 = fun z => 0 * z.1 + Q * z.2 := by
    funext z
    simp only [force, shell_lineDeriv]
    ring
  rw [e1, e2]
  exact ⟨HasDerivAt.congr_deriv (linear_slope (Q - 1) 0 w (1, 0)) (by simp),
    HasDerivAt.congr_deriv (linear_slope 0 Q w (0, 1)) (by simp)⟩

end

end BornChargeRelaxation
```

```lean
#print axioms BornChargeRelaxation.bornCharge_eq_clamped_add_relaxation
#print axioms BornChargeRelaxation.born_charges_agree_scalar
#print axioms BornChargeRelaxation.unrelaxed_charges_differ
```

```
'BornChargeRelaxation.bornCharge_eq_clamped_add_relaxation' depends on axioms: [propext, Classical.choice, Quot.sound]
'BornChargeRelaxation.born_charges_agree_scalar' depends on axioms: [propext, Classical.choice, Quot.sound]
'BornChargeRelaxation.unrelaxed_charges_differ' depends on axioms: [propext, Classical.choice, Quot.sound]
```

### What the theorems say

The internal variables, displacements and fields live in real normed spaces `V`, `U` and `F`. Your case is `V` $=\mathbb R^n$ with `U` and `F` equal to $\mathbb R$; a full set of atomic displacements and a three-component field are also covered. The parameter pair is `w`, the relaxed state is `xs w`, and `IsRelaxed` says that the derivative of `G` there vanishes in every internal direction, for every `w`.

`dipole G xs e` is the dipole component along the field direction `e`, and `force G xs d` is the force component along the displacement direction `d`. Both carry the minus signs of your definitions. `tangent` is the general form of $T_u$ and $T_E$, `hess` is $H$, and `bornCharge` is $-H$ evaluated on the two tangents.

The main theorem, `born_charges_agree`, states that the dipole has a derivative along `(d, 0)`, that the force has one along `(0, e)`, and that both equal `bornCharge G xs w d e`. The version `born_charges_agree_scalar` says this with ordinary derivatives for real $u$ and $E$. In its first expression the internal state stays at `xs (s, E)` while only `E'` varies, which is precisely the inner derivative at fixed $x$.

The relaxed state and its differentiability are assumed, not derived from properties of $G$. Only stationarity is required, so the state need not be a minimum. The internal variables are free, so constraints such as the orthonormality of orbitals are not treated directly. The Lean theorems assume an enthalpy that is twice continuously differentiable on the whole space, which leaves out a Coulomb repulsion that diverges where two nuclei meet. The derivation by hand is local: it needs smoothness, differentiability and stationarity only near the relaxed state considered, so it also applies to such an enthalpy away from the divergence. Nothing is said about how to define polarisation in a periodic solid.

For electronic-structure models that meet these conditions, charges from dipoles at displaced geometries can be compared with charges from forces in small fields. A disagreement beyond numerical error means that a condition has failed, for instance that the electrons were not fully relaxed, or that the computed dipole or force is not the stated partial derivative of the same enthalpy.

### A shell model with and without relaxation

The function `shell` describes an electron of charge $-1$ at $x$, tied by a unit spring to a core of charge $Q$ at $u$:

$$G=\tfrac12(x-u)^2+xE-QuE .$$

Stationarity gives $x^*=u-E$. Then $p=(Q-1)u+E$ and $f=(Q-1)E$, so both charges are $Q-1$: the clamped part is $Q$, and the relaxation part is $-1$. The theorem `born_charges_agree_witness` confirms that this model satisfies all the hypotheses and has Born charge $Q-1$.

If the electron rigidly follows the core, $x=u$, we get $p=(Q-1)u$ but $f=QE$. The charges are now $Q-1$ and $Q$, as `unrelaxed_charges_differ` states. Here $\partial G/\partial x=E$, which vanishes at zero field, yet the charges differ even there. Stationarity at a single point is therefore not enough to guarantee equality; the proof also uses that it persists as the parameters change.

### How the proof follows the derivation

`firstDeriv_response` is the chain rule. It writes the directional derivative of `G` as `fderiv ℝ G` applied to `c`, composes the derivative of that map with the derivative of `z ↦ (xs z, z)`, and evaluates the result on `c`.

`hess_tangent` differentiates stationarity. It applies the chain rule with `c` equal to the internal response `(fderiv ℝ xs w b, 0)`. The function being differentiated is constantly zero, so uniqueness of derivatives makes the corresponding value of `hess` zero. Splitting the tangent into its internal and parameter parts then lets a bare parameter direction be replaced by the full tangent.

`born_charges_agree` uses these two lemmas once for the dipole and once for the force. The force calculation yields the tangents in the opposite order, and `isSymmSndFDerivAt` exchanges them. `bornCharge_eq_clamped_add_relaxation` removes the internal part from the second tangent and splits the first, as in the formula for $Z$.

In the scalar theorem, `hE` and `hU` identify the ordinary partial derivatives with directional ones; the remaining steps shift the origin of the outer variable. For the shell model, `shell_lineDeriv` reads the derivative off a quadratic polynomial along a line, and `linear_slope` differentiates the resulting linear dipoles and forces. The relaxed charge then follows by comparing that slope with the one supplied by the main theorem.
